# The electron–electron cusp condition for polynomial correlation factors

The Heitler–London function for the H₂ ground state is built from products of atomic orbitals. Where the two electrons meet away from the nuclei, it is smooth and nonzero. The repulsion $1/r_{12}$ diverges there, the kinetic energy supplies nothing to cancel it, and the local energy $H\Psi/\Psi$ grows without limit. A factor $f(r_{12})$ that is nonzero at contact can repair this if its slope there is right. For polynomial $f$ and an isolated electron pair, the required slope is determined below.

```lean
import Mathlib

open Polynomial

namespace ElectronCoalescenceCusp

noncomputable section
```

## The pair Hamiltonian in one partial wave

In atomic units the kinetic energy of two electrons separates into centre-of-mass and relative parts. The relative motion has reduced mass $1/2$, so its Hamiltonian is $-\nabla^2+1/r$ with $r=r_{12}$. On a radial function $u(r)$ with relative angular momentum $l$ it gives

$$-u''-\frac{2u'}{r}+\frac{l(l+1)u}{r^2}+\frac{u}{r}.$$

The code starts from this radial form. Nuclear attraction and centre-of-mass motion are left out. The type `ℝ[X]` holds real polynomials, `derivative` acts on them algebraically, and `eval r u` is the value $u(r)$.

```lean
/-- The radial Hamiltonian `-∇² + 1/r` for the relative motion of two electrons with
relative angular momentum `l`, applied to the radial function `u` at separation `r`. -/
def pairRadial (l : ℕ) (u : ℝ[X]) (r : ℝ) : ℝ :=
  -(eval r (derivative (derivative u))) - 2 * eval r (derivative u) / r
    + (l : ℝ) * ((l : ℝ) + 1) * eval r u / r ^ 2 + eval r u / r
```

Write $u=r^l f$, where $f$ is the correlation factor. Once $r^l$ is divided out, the expression to study is

$$A_l f(r)=-f''(r)-\frac{2(l+1)f'(r)}{r}+\frac{f(r)}{r}.$$

```lean
/-- The expression `-f'' - 2(l+1) f'/r + f/r` for a correlation factor `f`
in the partial wave `l`. -/
def reducedAction (l : ℕ) (f : ℝ[X]) (r : ℝ) : ℝ :=
  -(eval r (derivative (derivative f))) - 2 * ((l : ℝ) + 1) * eval r (derivative f) / r
    + eval r f / r
```

Cancellation of the singularity means that a single constant $M$ bounds $|A_l f(r)|$ for all $0<r<1$.

```lean
/-- The reduced action of the pair Hamiltonian on `f` is bounded for separations
`0 < r < 1`. -/
def BoundedAtCoalescence (l : ℕ) (f : ℝ[X]) : Prop :=
  ∃ M : ℝ, ∀ r : ℝ, 0 < r → r < 1 → |reducedAction l f r| ≤ M
```

For $l\ge 1$ this is a condition on the quotient by $r^l$. The undivided function $r^l A_l f$ stays bounded for every polynomial $f$, because $r^l$ absorbs the $1/r$. The quotient is what matters for the local energy, which is $A_l f/f$ in this model. If $f(0)\ne 0$, the local energy stays bounded as $r\to 0$ exactly when $A_l f$ does. Without that hypothesis it may not: for $f=r^2$, $A_l f$ is bounded but $A_l f/f$ diverges.

## Removing the centrifugal term

Let $D=r\,d/dr$. The product rule gives $D(r^l g)=r^l(l+D)g$. Stated with $D$, the identity needs no exponent $l-1$, which would be awkward at $l=0$; the proof treats $l=0$ and $l=n+1$ separately.

```lean
/-- The operator `r d/dr` acting on `r^l g` gives `r^l (l g + r g')`. -/
theorem X_mul_derivative_partialWave (l : ℕ) (g : ℝ[X]) :
    X * derivative (X ^ l * g) = X ^ l * (C (l : ℝ) * g + X * derivative g) := by
  cases l with
  | zero => simp
  | succ n =>
    rw [derivative_mul, derivative_X_pow, Nat.add_sub_cancel]
    ring
```

Since $D^2u=r^2u''+ru'$, we have $r^2u''+2ru'=D^2u+Du$. For $u=r^l f$ this becomes

$$r^l\left[(l+D)^2+(l+D)\right]f=r^l\left[l(l+1)f+2(l+1)rf'+r^2f''\right].$$

With the minus sign of the kinetic energy, the first term cancels the centrifugal term. For $r\ne 0$, dividing by $r^2$ and adding the repulsion $u/r=r^l f/r$ gives $r^l A_l f$.

The proof follows the same route. `h1` and `h2` are the results of applying $D$ once and twice, `hL` and `hR` clear the denominators after multiplication by $r^2$, and `linear_combination` subtracts both identities.

```lean
/-- On a radial function `r^l f(r)` the pair Hamiltonian gives `r^l` times the
reduced action on `f`. -/
theorem pairRadial_partialWave (l : ℕ) (f : ℝ[X]) {r : ℝ} (hr : r ≠ 0) :
    pairRadial l (X ^ l * f) r = r ^ l * reducedAction l f r := by
  have h1 := congrArg (eval r) (X_mul_derivative_partialWave l f)
  -- apply r d/dr twice to reach the second derivative
  have h2 : eval r (X * derivative (X * derivative (X ^ l * f))) =
      eval r (X ^ l * (C (l : ℝ) * (C (l : ℝ) * f + X * derivative f)
        + X * derivative (C (l : ℝ) * f + X * derivative f))) := by
    rw [X_mul_derivative_partialWave l f, X_mul_derivative_partialWave l _]
  have hL : ∀ a b c d : ℝ, r ^ 2 * (-a - 2 * b / r + c * d / r ^ 2 + d / r) =
      -(r ^ 2 * a) - 2 * r * b + c * d + r * d := by
    intro a b c d
    field_simp
  have hR : ∀ a b c d e : ℝ, r ^ 2 * (e * (-a - c * b / r + d / r)) =
      e * (-(r ^ 2 * a) - c * r * b + r * d) := by
    intro a b c d e
    field_simp
  apply mul_left_cancel₀ (pow_ne_zero 2 hr)
  unfold pairRadial reducedAction
  rw [hL, hR]
  obtain ⟨P, hP⟩ : ∃ P, P = derivative (X ^ l * f) := ⟨_, rfl⟩
  rw [← hP] at h1 h2 ⊢
  simp only [derivative_mul, derivative_add, derivative_C, derivative_X, eval_mul, eval_add,
    eval_X, eval_pow, eval_C, zero_mul, one_mul, zero_add] at h1 h2 ⊢
  linear_combination (-1 : ℝ) * h2 - h1
```

## Isolating the singular part

Any polynomial can be written $p(r)=p(0)+r\,\tilde p(r)$, where $\tilde p$ is a polynomial, called `divX p` in the code. Applying this to $f$ and to $f'$ gives

$$A_l f(r)=\frac{c}{r}+q(r),\qquad c=f(0)-2(l+1)f'(0),$$

with the polynomial $q=-f''-2(l+1)\widetilde{f'}+\tilde f$. All the singular behaviour sits in the number $c$.

```lean
/-- The reduced action is a Coulomb-like term with strength `f(0) - 2(l+1) f'(0)` plus
a polynomial in the separation. -/
theorem reducedAction_split (l : ℕ) (f : ℝ[X]) :
    ∃ q : ℝ[X], ∀ r : ℝ, r ≠ 0 → reducedAction l f r =
      (eval 0 f - 2 * ((l : ℝ) + 1) * eval 0 (derivative f)) / r + eval r q := by
  refine ⟨-(derivative (derivative f)) - C (2 * ((l : ℝ) + 1)) * divX (derivative f)
    + divX f, ?_⟩
  intro r hr
  -- separate the value at coalescence from the rest of each polynomial
  have hx : ∀ p : ℝ[X], eval r p = eval r (divX p) * r + eval 0 p := by
    intro p
    have h := congrArg (eval r) (divX_mul_X_add p)
    simp only [eval_add, eval_mul, eval_X, eval_C, coeff_zero_eq_eval_zero] at h
    exact h.symm
  unfold reducedAction
  simp only [eval_add, eval_sub, eval_neg, eval_mul, eval_C]
  rw [hx f, hx (derivative f)]
  field_simp
  ring
```

## Boundedness fixes the slope

The polynomial $q$ is continuous on the compact interval $[0,1]$, so $|q|\le K$ there for some $K$. If $c=0$, then $A_l f=q$ is bounded by $K$.

Conversely, suppose $|A_l f|\le M$ on $(0,1)$, and set $B=M+K$. Then $|c|/r\le B$, that is, $|c|\le Br$ for every $r$ in $(0,1)$. Taking $r=1/2$ shows $B\ge 0$. If $c$ were nonzero, the separation $r=|c|/(|c|+B+1)$ would lie in $(0,1)$ and give $|c|+B+1\le B$, which is impossible. Hence $c=0$, or

$$2(l+1)f'(0)=f(0).$$

In the proof, `hb` is the inequality $|c|\le Br$, and `nlinarith` closes the contradiction at the chosen separation.

```lean
/-- **Cusp condition.** In the partial wave `l` the reduced action on `f` is bounded on
`0 < r < 1` if and only if `2(l+1) f'(0) = f(0)`. -/
theorem bounded_iff_cusp (l : ℕ) (f : ℝ[X]) :
    BoundedAtCoalescence l f ↔
      2 * ((l : ℝ) + 1) * eval 0 (derivative f) = eval 0 f := by
  obtain ⟨q, hq⟩ := reducedAction_split l f
  obtain ⟨K, hK⟩ := (isCompact_Icc (a := (0 : ℝ)) (b := 1)).exists_bound_of_continuousOn
    q.continuous.continuousOn
  have hK' : ∀ r : ℝ, 0 < r → r < 1 → |eval r q| ≤ K := by
    intro r h0 h1
    have h := hK r ⟨h0.le, h1.le⟩
    rwa [Real.norm_eq_abs] at h
  constructor
  · rintro ⟨M, hM⟩
    obtain ⟨c, hc⟩ : ∃ c, c = eval 0 f - 2 * ((l : ℝ) + 1) * eval 0 (derivative f) :=
      ⟨_, rfl⟩
    rw [← hc] at hq
    -- boundedness forces |c| to be at most a constant times r
    have hb : ∀ r : ℝ, 0 < r → r < 1 → |c| ≤ (M + K) * r := by
      intro r h0 h1
      have e := hq r h0.ne'
      have a1 := abs_le.1 (hM r h0 h1)
      have a2 := abs_le.1 (hK' r h0 h1)
      have h : |c / r| ≤ M + K := abs_le.2 ⟨by linarith [a1.1, a2.2], by linarith [a1.2, a2.1]⟩
      rw [abs_div, abs_of_pos h0, div_le_iff₀ h0] at h
      exact h
    have hB : 0 ≤ M + K := by
      have h := hb (1 / 2) (by norm_num) (by norm_num)
      linarith [abs_nonneg c]
    have hc0 : c = 0 := by
      by_contra hne
      have hpos : 0 < |c| := abs_pos.2 hne
      have hD : 0 < |c| + (M + K) + 1 := by linarith
      -- a separation small enough to violate the bound
      have h := hb (|c| / (|c| + (M + K) + 1)) (div_pos hpos hD)
        ((div_lt_one hD).2 (by linarith))
      rw [← mul_div_assoc, le_div_iff₀ hD] at h
      nlinarith [mul_pos hpos hpos]
    linarith
  · intro h
    refine ⟨K, fun r h0 h1 => ?_⟩
    rw [hq r h0.ne', h, sub_self, zero_div, zero_add]
    exact hK' r h0 h1
```

Kato's cusp theorem concerns exact eigenfunctions of the many-electron Coulomb Hamiltonian. Here $f$ is an arbitrary polynomial that need not solve any Schrödinger equation, and the slope follows from boundedness alone.

For $l=0$ the condition reads $2f'(0)=f(0)$. The smallest case is the constant $f=1$, with no correlation factor at all: the expression is then $1/r$, and the condition fails as $0\ne 1$.

```lean
/-- For relative s waves, `-f'' - 2f'/r + f/r` is bounded on `0 < r < 1` if and only if
`2f'(0) = f(0)`. -/
theorem sWave_bounded_iff (f : ℝ[X]) :
    (∃ M : ℝ, ∀ r : ℝ, 0 < r → r < 1 →
      |-(eval r (derivative (derivative f))) - 2 * eval r (derivative f) / r
        + eval r f / r| ≤ M) ↔ 2 * eval 0 (derivative f) = eval 0 f := by
  have h := bounded_iff_cusp 0 f
  simp only [BoundedAtCoalescence, reducedAction, Nat.cast_zero, zero_add, mul_one] at h
  exact h
```

## What a correlation factor must contain

The coefficient of $r$ in $f$ is $f'(0)$. If $A_l f$ is bounded and $f(0)\ne 0$, this coefficient equals $f(0)/(2(l+1))$ and so is nonzero. A linear term is therefore necessary, though only this one value of its coefficient will do.

```lean
/-- If the reduced action is bounded and `f(0)` is nonzero, then `f` contains a term
linear in the interelectronic distance. -/
theorem linear_term_necessary (l : ℕ) (f : ℝ[X]) (hf : eval 0 f ≠ 0)
    (hb : BoundedAtCoalescence l f) : f.coeff 1 ≠ 0 := by
  intro h0
  have h1 : eval 0 (derivative f) = f.coeff 1 := by
    rw [← coeff_zero_eq_eval_zero, coeff_derivative]
    simp
  have h := (bounded_iff_cusp l f).1 hb
  rw [h1, h0, mul_zero] at h
  exact hf h.symm
```

A polynomial in $r^2$ has no linear term. If $f(r)=g(r^2)$, then $f'(r)=2r\,g'(r^2)$ vanishes at $r=0$, and the condition would force $g(0)=0$. With $g(0)\neq0$ the singularity survives, however many even powers are included. In Lean, `g.comp (X ^ 2)` is $g(r^2)$.

```lean
/-- A correlation factor that is a polynomial in `r²` and nonzero at `r = 0` has an
unbounded reduced action. -/
theorem even_factor_unbounded (l : ℕ) (g : ℝ[X]) (hg : eval 0 g ≠ 0) :
    ¬ BoundedAtCoalescence l (g.comp (X ^ 2)) := by
  intro hb
  have h := (bounded_iff_cusp l _).1 hb
  have e0 : eval 0 (g.comp (X ^ 2)) = eval 0 g := by simp [eval_comp]
  have e1 : eval 0 (derivative (g.comp (X ^ 2))) = 0 := by simp [derivative_comp]
  rw [e0, e1, mul_zero] at h
  exact hg h.symm
```

One linear term is also enough. Let $a=1/(2(l+1))$ and $f=1+ar$. Then $f''=0$, $f'=a$, and

$$A_l f(r)=-\frac{2(l+1)a}{r}+\frac{1+ar}{r}=-\frac1r+\frac1r+a=a$$

at every $r\ne 0$. The slope $a$ is $1/2$ for $l=0$ and $1/4$ for $l=1$, the lowest partial waves for spatially symmetric and antisymmetric pairs. In variational Monte Carlo, where the local energy is sampled, these are the contact slopes that keep it finite as two electrons meet, for an isolated pair and a polynomial factor with $f(0)=1$.

```lean
/-- For the linear correlation factor `1 + r/(2(l+1))` the reduced action equals the
constant `1/(2(l+1))` at every nonzero `r`. -/
theorem linear_factor_exact (l : ℕ) {r : ℝ} (hr : r ≠ 0) :
    reducedAction l (1 + C (1 / (2 * ((l : ℝ) + 1))) * X) r = 1 / (2 * ((l : ℝ) + 1)) := by
  have hl : (l : ℝ) + 1 ≠ 0 := by positivity
  have d1 : derivative (1 + C (1 / (2 * ((l : ℝ) + 1))) * X) =
      C (1 / (2 * ((l : ℝ) + 1))) := by
    rw [derivative_add, derivative_one, derivative_mul, derivative_C, derivative_X]
    ring
  unfold reducedAction
  rw [d1, derivative_C]
  simp only [eval_zero, eval_C, eval_add, eval_one, eval_mul, eval_X]
  field_simp
  ring

end

end ElectronCoalescenceCusp
```

```lean
#print axioms ElectronCoalescenceCusp.sWave_bounded_iff
#print axioms ElectronCoalescenceCusp.linear_term_necessary
#print axioms ElectronCoalescenceCusp.even_factor_unbounded
#print axioms ElectronCoalescenceCusp.linear_factor_exact
```

```
'ElectronCoalescenceCusp.sWave_bounded_iff' depends on axioms: [propext, Classical.choice, Quot.sound]
'ElectronCoalescenceCusp.linear_term_necessary' depends on axioms: [propext, Classical.choice, Quot.sound]
'ElectronCoalescenceCusp.even_factor_unbounded' depends on axioms: [propext, Classical.choice, Quot.sound]
'ElectronCoalescenceCusp.linear_factor_exact' depends on axioms: [propext, Classical.choice, Quot.sound]
```
